# Commutator sum rules for the second and higher energy moments of transition strengths in finite dimension

## States, energies and moments

Let $V$ be a finite-dimensional complex inner product space, with $\langle x,y\rangle$ conjugate-linear in $x$ and linear in $y$. Let $u_n$ be an orthonormal basis of eigenvectors of the Hamiltonian $H$, with real energies: $Hu_n=E_nu_n$. Degeneracies are allowed.

The operator $D$ drives the transitions; think of one Cartesian component of the electric dipole. Starting from any eigenstate $u_i$, not necessarily the ground state, define the energy moments

$$S_k=\sum_n (E_n-E_i)^k\,|\langle u_n,Du_i\rangle|^2 .$$

The weights are bare squared matrix elements. An oscillator strength already contains one factor of $E_n-E_i$, so moments of oscillator strengths are numbered one lower.

Commutators are $[A,B]=AB-BA$, and $P=[H,D]$. In the Heisenberg picture $P=-i\hbar\,\dot D$, so $P$ is, up to a constant, the rate of change of $D$. For matrices in a truncated basis, $P$ is the commutator of the two matrices; in general it is not proportional to the velocity-form matrix built from momentum integrals. The nested commutators are $D_0=D$ and $D_{k+1}=[H,D_k]$, so $D_1=P$.

## Sum rules for a Hermitian transition operator

For Hermitian $D$,

$$S_2=\|Pu_i\|^2,\qquad S_3=-\tfrac12\langle u_i,[P,[H,P]]u_i\rangle .$$

The sums over final states on the left become quantities that involve only the initial state. For a finite matrix Hamiltonian, such as a configuration-interaction matrix in a fixed basis, this gives moments of the model's transition strengths from the chosen state, upward and downward transitions together, without computing its other eigenstates.

The same pattern continues for every $k\ge 0$:

$$S_{2k+2}=\|D_{k+1}u_i\|^2,\qquad S_{2k+3}=\frac{(-1)^{k+1}}2\langle u_i,[D_{k+1},[H,D_{k+1}]]u_i\rangle .$$

## The same statement in Lean

The main theorem is `second_and_third_moment`. Its ingredients correspond to the physics as follows.

- `H` and `D` have type `Module.End ℂ V`: they are linear operators, and `*` is composition. A matrix enters through `Matrix.toEuclideanLin`.
- `u : OrthonormalBasis ι ℂ V` is the complete set of normalised eigenstates, labelled by a finite type `ι`. The energies are `E : ι → ℝ`.
- `hu` is the eigenvalue equation. Hermiticity of $H$ is derived from it. For a Hermitian matrix the spectral theorem supplies such a basis; here it is given as data.
- `hD : D.IsSymmetric` says that $D$ is Hermitian, as befits an observable. The even moments do not need it, so `even_moment` also applies to the non-Hermitian dipole combinations of circularly polarised light.

The third-moment equation is an equality of complex numbers whose left side is a real sum, so it also shows that the expectation value is real.

The theorems cover finite dimension only: continuum states and unbounded operators are excluded. The first moment, which is the subject of the f-sum rule, is not treated.

## Each commutator supplies one energy difference

Expand $x=\sum_m\langle u_m,x\rangle u_m$ and apply $H$. Orthonormality gives

$$\langle u_n,Hx\rangle=E_n\langle u_n,x\rangle .$$

Inserting the complete basis then shows that $H$ is Hermitian:

$$\langle Hx,y\rangle=\sum_nE_n\langle x,u_n\rangle\langle u_n,y\rangle=\langle x,Hy\rangle .$$

For the transition amplitudes,

$$\langle u_n,D_{k+1}u_i\rangle=\langle u_n,HD_ku_i\rangle-\langle u_n,D_kHu_i\rangle=(E_n-E_i)\langle u_n,D_ku_i\rangle,$$

and by induction $\langle u_n,D_ku_i\rangle=(E_n-E_i)^k\langle u_n,Du_i\rangle$.

## Completeness gives the even moments

Insert the basis between two commutator vectors. Since the energies are real,

$$\langle D_{j+1}u_i,D_{k+1}u_i\rangle=\sum_n\overline{\langle u_n,D_{j+1}u_i\rangle}\,\langle u_n,D_{k+1}u_i\rangle=S_{j+k+2}.$$

Setting $j=k$ gives $S_{2k+2}=\|D_{k+1}u_i\|^2$, and $k=0$ is the second-moment rule.

The Cauchy–Schwarz inequality for $D_1u_i$ and $D_2u_i$ gives $S_3^2\le S_2S_4$, again for any $D$.

## Hermiticity gives the odd moments

If $D$ is Hermitian, then $\langle D_kx,y\rangle=(-1)^k\langle x,D_ky\rangle$. This holds for $k=0$, and the induction step is

$$\langle D_{k+1}x,y\rangle=(-1)^k\big(\langle x,D_kHy\rangle-\langle x,HD_ky\rangle\big)=(-1)^{k+1}\langle x,D_{k+1}y\rangle .$$

Next, for any operator $A$, the eigenvalue equation gives

$$\langle u_i,A[H,A]u_i\rangle=\langle u_i,AHAu_i\rangle-E_i\langle u_i,A^2u_i\rangle,$$

$$\langle u_i,[H,A]Au_i\rangle=E_i\langle u_i,A^2u_i\rangle-\langle u_i,AHAu_i\rangle .$$

The two are opposite, so $\langle u_i,[A,[H,A]]u_i\rangle=2\langle u_i,A[H,A]u_i\rangle$. With $A=D_{k+1}$,

$$S_{2k+3}=\langle D_{k+1}u_i,D_{k+2}u_i\rangle=(-1)^{k+1}\langle u_i,D_{k+1}D_{k+2}u_i\rangle=\frac{(-1)^{k+1}}2\langle u_i,[D_{k+1},[H,D_{k+1}]]u_i\rangle .$$

For $k=0$ this is the third-moment rule. The minus sign comes from $P$ being anti-Hermitian.

## One level and two levels

In dimension one, $H$ and $D$ commute and both rules read $0=0$.

The smallest case with a transition has levels $0$ and $w$ and a real dipole $d$:

$$H=\begin{pmatrix}0&0\\0&w\end{pmatrix},\quad D=\begin{pmatrix}0&d\\d&0\end{pmatrix},\quad P=\begin{pmatrix}0&-wd\\wd&0\end{pmatrix}.$$

From level $0$, $Pu_0=(0,wd)$, so $S_2=w^2d^2$. The double commutator $[P,[H,P]]$ has upper-left entry $-2w^3d^2$, so $S_3=w^3d^2$. From level $1$ the energy difference changes sign, and so does $S_3$.

## Moments from one eigenvector in a code

Take $H$ and $D$ as matrices in an orthonormal basis and let $c$ be a normalised eigenvector with energy $E$. Because $Hc=Ec$, the commutator acts as a shifted matrix–vector product:

$$p=Pc=(H-E)Dc,\qquad S_2=p^\dagger p,\qquad S_3=p^\dagger(H-E)p .$$

Two multiplications by $H$ suffice, and no commutator matrix has to be formed. Comparing $S_2$ with an explicit sum over exact eigenstates shows whether contributing final states are missing: every omitted term is non-negative, so a truncated sum is never too large, and it agrees with $S_2$ only if each omitted state has zero transition matrix element or the same energy as the initial state. Omitted states of these two kinds go unnoticed. If $c$ is only approximately converged, $[H,D]c$ and $(H-E)Dc$ differ by $-D(H-E)c$, the residual passed through $D$.

## The Lean file

```lean
import Mathlib

open scoped InnerProductSpace

namespace HigherMomentSumRules

noncomputable section

variable {ι V : Type*} [Fintype ι] [NormedAddCommGroup V] [InnerProductSpace ℂ V]

/-- The commutator `[A, B] = AB - BA` of two operators. -/
def comm (A B : Module.End ℂ V) : Module.End ℂ V := A * B - B * A

/-- The `k`-fold nested commutator `[H, [H, ..., [H, D]]]`, equal to `D` for `k = 0`. -/
def nestedComm (H D : Module.End ℂ V) : ℕ → Module.End ℂ V
  | 0 => D
  | k + 1 => comm H (nestedComm H D k)

/-- The `k`-th energy moment of the transition strengths from state `i`:
the sum over `n` of `(E n - E i) ^ k * |⟨u n, D (u i)⟩| ^ 2`. -/
def moment (E : ι → ℝ) (u : OrthonormalBasis ι ℂ V) (D : Module.End ℂ V)
    (i : ι) (k : ℕ) : ℝ :=
  ∑ n, (E n - E i) ^ k * ‖⟪u n, D (u i)⟫_ℂ‖ ^ 2

variable {H : Module.End ℂ V} {E : ι → ℝ} {u : OrthonormalBasis ι ℂ V}

/-- If `u` is an orthonormal eigenbasis of `H` with real energies `E`, then the component of
`H x` along `u n` is `E n` times that of `x`. -/
theorem inner_eigenstate (hu : ∀ n, H (u n) = (E n : ℂ) • u n) (n : ι) (x : V) :
    ⟪u n, H x⟫_ℂ = E n * ⟪u n, x⟫_ℂ := by
  -- expand `x` in the eigenbasis
  have hx : H x = ∑ m, (⟪u m, x⟫_ℂ * (E m : ℂ)) • u m := by
    conv_lhs => rw [← u.sum_repr' x]
    simp only [map_sum, map_smul, hu, smul_smul]
  rw [hx, u.orthonormal.inner_right_fintype, mul_comm]

/-- An operator with an orthonormal eigenbasis and real eigenvalues is Hermitian. -/
theorem hamiltonian_symmetric (hu : ∀ n, H (u n) = (E n : ℂ) • u n) (x y : V) :
    ⟪H x, y⟫_ℂ = ⟪x, H y⟫_ℂ := by
  rw [← u.sum_inner_mul_inner (H x) y, ← u.sum_inner_mul_inner x (H y)]
  refine Finset.sum_congr rfl fun n _ => ?_
  rw [← inner_conj_symm (H x) (u n), inner_eigenstate hu, inner_eigenstate hu,
    map_mul, Complex.conj_ofReal, inner_conj_symm]
  ring

/-- In an orthonormal eigenbasis of `H` with real energies, each commutator with `H` multiplies
the transition amplitude from `i` to `n` by the energy difference `E n - E i`. -/
theorem inner_nestedComm (hu : ∀ n, H (u n) = (E n : ℂ) • u n) (D : Module.End ℂ V)
    (n i : ι) (k : ℕ) :
    ⟪u n, nestedComm H D k (u i)⟫_ℂ = ((E n : ℂ) - E i) ^ k * ⟪u n, D (u i)⟫_ℂ := by
  induction k with
  | zero => simp [nestedComm]
  | succ k ih =>
    simp only [nestedComm, comm, LinearMap.sub_apply, Module.End.mul_apply, inner_sub_right,
      hu i, map_smul, inner_smul_right, inner_eigenstate hu, ih]
    ring

/-- In an orthonormal eigenbasis of `H` with real energies, every moment from the second on is
an overlap of two vectors obtained by applying nested commutators to the initial state. -/
theorem moment_eq_inner (hu : ∀ n, H (u n) = (E n : ℂ) • u n) (D : Module.End ℂ V)
    (i : ι) (j k : ℕ) :
    (moment E u D i (j + 1 + (k + 1)) : ℂ) =
      ⟪nestedComm H D (j + 1) (u i), nestedComm H D (k + 1) (u i)⟫_ℂ := by
  -- insert a complete set of final states
  rw [← u.sum_inner_mul_inner, moment, Complex.ofReal_sum]
  refine Finset.sum_congr rfl fun n _ => ?_
  rw [← inner_conj_symm (nestedComm H D (j + 1) (u i)) (u n),
    inner_nestedComm hu D n i (j + 1), inner_nestedComm hu D n i (k + 1)]
  simp only [map_mul, map_pow, map_sub, Complex.conj_ofReal, Complex.ofReal_mul,
    Complex.ofReal_pow, Complex.ofReal_sub]
  have h := Complex.conj_mul' ⟪u n, D (u i)⟫_ℂ
  linear_combination (-((E n : ℂ) - E i) ^ (j + 1 + (k + 1))) * h

/-- In an orthonormal eigenbasis of `H` with real energies, each even moment from the second on
is the squared norm of a nested commutator applied to the initial state. -/
theorem even_moment (hu : ∀ n, H (u n) = (E n : ℂ) • u n) (D : Module.End ℂ V)
    (i : ι) (k : ℕ) :
    moment E u D i (2 * (k + 1)) = ‖nestedComm H D (k + 1) (u i)‖ ^ 2 := by
  apply Complex.ofReal_injective
  rw [two_mul, moment_eq_inner hu, inner_self_eq_norm_sq_to_K]
  exact (Complex.ofReal_pow _ 2).symm

/-- For Hermitian `H` and `D`, the `k`-fold nested commutator is Hermitian for even `k` and
anti-Hermitian for odd `k`. -/
theorem nestedComm_adjoint {D : Module.End ℂ V}
    (hH : ∀ x y, ⟪H x, y⟫_ℂ = ⟪x, H y⟫_ℂ) (hD : D.IsSymmetric) (k : ℕ) (x y : V) :
    ⟪nestedComm H D k x, y⟫_ℂ = (-1) ^ k * ⟪x, nestedComm H D k y⟫_ℂ := by
  induction k generalizing x y with
  | zero => simpa [nestedComm] using hD x y
  | succ k ih =>
    simp only [nestedComm, comm, LinearMap.sub_apply, Module.End.mul_apply, inner_sub_left,
      inner_sub_right, hH, ih]
    ring

/-- For Hermitian `D` and an orthonormal eigenbasis of `H` with real energies, each odd moment
from the third on is, up to the factor `± 1/2`, the expectation of a double commutator. -/
theorem odd_moment (hu : ∀ n, H (u n) = (E n : ℂ) • u n) {D : Module.End ℂ V}
    (hD : D.IsSymmetric) (i : ι) (k : ℕ) :
    (moment E u D i (2 * k + 3) : ℂ) = (-1) ^ (k + 1) / 2 *
      ⟪u i, comm (nestedComm H D (k + 1)) (comm H (nestedComm H D (k + 1))) (u i)⟫_ℂ := by
  -- in an eigenstate both halves of the outer commutator contribute equally
  have key : ∀ A : Module.End ℂ V, ⟪u i, comm A (comm H A) (u i)⟫_ℂ =
      2 * ⟪u i, A (comm H A (u i))⟫_ℂ := by
    intro A
    simp only [comm, LinearMap.sub_apply, Module.End.mul_apply, map_sub, inner_sub_right,
      hu i, map_smul, inner_smul_right, inner_eigenstate hu]
    ring
  rw [key, show 2 * k + 3 = k + 1 + (k + 1 + 1) by ring, moment_eq_inner hu D i k (k + 1),
    nestedComm_adjoint (hamiltonian_symmetric hu) hD,
    show nestedComm H D (k + 1 + 1) = comm H (nestedComm H D (k + 1)) from rfl]
  ring

/-- Second- and third-moment sum rules: for Hermitian `D`, an orthonormal eigenbasis of `H` with
real energies and `P = [H, D]`, the second moment is `‖P (u i)‖ ^ 2` and the third is
`-1/2` times the expectation of `[P, [H, P]]` in `u i`. -/
theorem second_and_third_moment (hu : ∀ n, H (u n) = (E n : ℂ) • u n)
    {D : Module.End ℂ V} (hD : D.IsSymmetric) (i : ι) :
    ∑ n, (E n - E i) ^ 2 * ‖⟪u n, D (u i)⟫_ℂ‖ ^ 2 = ‖comm H D (u i)‖ ^ 2 ∧
    ((∑ n, (E n - E i) ^ 3 * ‖⟪u n, D (u i)⟫_ℂ‖ ^ 2 : ℝ) : ℂ) =
      -(1 / 2) * ⟪u i, comm (comm H D) (comm H (comm H D)) (u i)⟫_ℂ := by
  refine ⟨even_moment hu D i 0, ?_⟩
  have h := odd_moment hu hD i 0
  have hs : ((-1 : ℂ) ^ (0 + 1) / 2) = -(1 / 2) := by norm_num
  rw [hs] at h
  exact h

/-- In an orthonormal eigenbasis of `H` with real energies, the square of the third moment is at
most the product of the second and fourth moments. -/
theorem third_moment_sq_le (hu : ∀ n, H (u n) = (E n : ℂ) • u n) (D : Module.End ℂ V)
    (i : ι) : moment E u D i 3 ^ 2 ≤ moment E u D i 2 * moment E u D i 4 := by
  have h2 : moment E u D i 2 = ‖nestedComm H D 1 (u i)‖ ^ 2 := even_moment hu D i 0
  have h4 : moment E u D i 4 = ‖nestedComm H D 2 (u i)‖ ^ 2 := even_moment hu D i 1
  have h3 : (moment E u D i 3 : ℂ) =
      ⟪nestedComm H D 1 (u i), nestedComm H D 2 (u i)⟫_ℂ := moment_eq_inner hu D i 0 1
  -- Cauchy-Schwarz for the two commutator vectors
  have h := norm_inner_le_norm (𝕜 := ℂ) (nestedComm H D 1 (u i)) (nestedComm H D 2 (u i))
  rw [← h3, Complex.norm_real, Real.norm_eq_abs] at h
  rw [h2, h4, ← mul_pow, ← sq_abs]
  exact pow_le_pow_left₀ (abs_nonneg _) h 2

/-- A two-level system with energies `0` and `w` and real transition dipole `d` has the standard
basis as eigenbasis, a Hermitian dipole, and third moment `w ^ 3 * d ^ 2` from level `0`. -/
theorem two_level_witness (w d : ℝ) :
    (∀ n, Matrix.toEuclideanLin !![0, 0; 0, (w : ℂ)] (EuclideanSpace.basisFun (Fin 2) ℂ n) =
      ((![0, w] n : ℝ) : ℂ) • EuclideanSpace.basisFun (Fin 2) ℂ n) ∧
    (Matrix.toEuclideanLin !![0, (d : ℂ); (d : ℂ), 0]).IsSymmetric ∧
    moment ![0, w] (EuclideanSpace.basisFun (Fin 2) ℂ)
      (Matrix.toEuclideanLin !![0, (d : ℂ); (d : ℂ), 0]) 0 3 = w ^ 3 * d ^ 2 := by
  refine ⟨fun n => ?_, ?_, ?_⟩
  · ext j
    fin_cases n <;> fin_cases j <;> simp [Matrix.toLpLin_apply]
  · open Matrix in rw [isSymmetric_toEuclideanLin_iff]
    ext i j
    fin_cases i <;> fin_cases j <;> simp
  · simp [moment, Fin.sum_univ_two, Matrix.toLpLin_apply, EuclideanSpace.inner_single_left]

end

end HigherMomentSumRules
```

```lean
#print axioms HigherMomentSumRules.second_and_third_moment
-- 'HigherMomentSumRules.second_and_third_moment' depends on axioms: [propext, Classical.choice, Quot.sound]
#print axioms HigherMomentSumRules.third_moment_sq_le
-- 'HigherMomentSumRules.third_moment_sq_le' depends on axioms: [propext, Classical.choice, Quot.sound]
```

## From amplitudes to moments in the proof

`inner_eigenstate` expands `x` in the eigenbasis and reads off one component. `hamiltonian_symmetric` inserts the complete basis on both sides and compares the sums term by term.

`inner_nestedComm` is the induction on the number of commutators. In the successor step `simp only` opens the commutator, moves `H` onto the eigenstates and applies the induction hypothesis; `ring` then collects the extra factor $E_n-E_i$.

`moment_eq_inner` is the completeness argument. After both amplitudes have been rewritten, what remains is $\bar z z=|z|^2$ for $z=\langle u_n,Du_i\rangle$, multiplied by a power of the energy difference. The final `linear_combination` supplies exactly that identity. `even_moment` takes equal indices and returns from complex to real numbers.

## Signs and the factor one half in the proof

`nestedComm_adjoint` proves the alternating Hermiticity. Its induction generalises over `x` and `y`, because the hypothesis is applied to vectors on which `H` has already acted.

Inside `odd_moment`, the local statement `key` is the equality of the two halves of the double commutator in an eigenstate. The proof then splits $2k+3$ as $(k+1)+(k+2)$, applies `moment_eq_inner`, and moves $D_{k+1}$ to the other side of the inner product, which produces the sign.

`second_and_third_moment` sets $k=0$ in the even and odd results. `third_moment_sq_le` writes all three moments through the vectors $D_1u_i$ and $D_2u_i$, applies Cauchy–Schwarz and squares.

`two_level_witness` checks the eigenvalue equation, the Hermiticity of the dipole and the value of $S_3$ from level $0$ for the two-level matrices above, entry by entry.
